# Row and column orthogonality are equivalent for a square table with nonzero group order, and the Murnaghan-Nakayama table for partitions of 5 has both

A code can pass every row-orthogonality test on its character table and still corrupt data. Take the group of two permutations of two objects, with two classes of size 1, and store only the trivial row $(1,1)$. Its weighted squared norm is $1+1=2$, the group order, so the test passes. Now decompose the class function $(1,0)$ into the stored rows and rebuild it. The single coefficient is $1/2$, and the rebuilt function is $(1/2,1/2)$. What failed is column orthogonality, which the row test did not examine.

For a square table this cannot happen: if the group order is nonzero, the row test already implies the column relation.

## Two relations for one table

Let $X$ be a square complex table with entries $X_{ic}$, where $i$ labels irreducible characters and $c$ labels classes. Let $k_c$ be real column weights, which stand for the class sizes, and let $g$ be a real number, which stands for the group order. A bar denotes complex conjugation, and $\delta$ is 1 for equal indices and 0 otherwise. Row orthogonality is

$$\sum_c k_c\,X_{ic}\,\overline{X_{jc}} = g\,\delta_{ij},$$

and column orthogonality is

$$k_c\sum_i \overline{X_{ic}}\,X_{id} = g\,\delta_{cd}.$$

For $g\neq 0$ each relation implies the other. For $g>0$ row orthogonality also forces every $k_c$ to be positive, so the second relation can be divided by $k_c$:

$$\sum_i \overline{X_{ic}}\,X_{id} = \frac{g}{k_c}\,\delta_{cd}.$$

## Decomposing a class function and rebuilding it

Given values $f_c$ on the classes, a code computes the coefficients

$$a_i=\frac1g\sum_c k_c\,\overline{X_{ic}}\,f_c$$

and rebuilds the function as $\sum_i a_iX_{id}$. Inserting the coefficients gives

$$\sum_i a_iX_{id}=\frac1g\sum_c f_c\Big(k_c\sum_i\overline{X_{ic}}X_{id}\Big)=f_d.$$

The last equality is column orthogonality. The sum over $i$ carries no weights, but the squared norm of column $c$ is $g/k_c$, so a test that expects the same norm for every column would be wrong in general.

For five electrons, the partitions $[5]$, $[4,1]$ and $[3,2]$ label the permutation symmetry of spin functions with total spin $5/2$, $3/2$ and $1/2$, and a projector onto one of these symmetries weights each permutation by a character from the corresponding row.

## One pair of matrices, multiplied in either order

Let $K$ be the diagonal matrix with entries $k_c$, and put $B=KX^\dagger$, so that $B_{cj}=k_c\overline{X_{jc}}$. Then

$$(XB)_{ij}=\sum_c k_cX_{ic}\overline{X_{jc}},\qquad (BX)_{cd}=k_c\sum_i\overline{X_{ic}}X_{id}.$$

Row orthogonality is therefore $XB=g\,1$, and column orthogonality is $BX=g\,1$.

Suppose $XB=g\,1$ with $g\neq0$. Then $X(g^{-1}B)=1$. Taking determinants shows that $\det X\neq0$, so $X$ is invertible and $g^{-1}B=X^{-1}$. Hence $(g^{-1}B)X=1$, which is $BX=g\,1$. The converse is the same argument with $X$ and $B$ exchanged.

For positivity, set $c=d$ in the column relation:

$$k_c\sum_i|X_{ic}|^2=g.$$

The sum is nonnegative. If $k_c\le0$, the left side would be at most zero, which contradicts $g>0$. So $k_c>0$.

With a single class the table is one number $x$, and both relations read $k|x|^2=g$. With two classes of size 1 and $g=2$, adding the row $(1,-1)$ to the opening example makes the table square, and its columns $(1,1)$ and $(1,-1)$ are orthogonal with squared norm 2.

The condition $g\neq0$ matters when weights of both signs are allowed. Take $k=(1,-1)$ and the rows $(1,1)$ and $(0,0)$. All weighted row products vanish, so row orthogonality holds with $g=0$, but the column relation fails because the product of the two columns is 1.

## The seven partitions of 5

The number of permutations of five objects with $m_r$ cycles of length $r$ is $5!/\prod_r r^{m_r}m_r!$. For the classes $[1^5]$, $[2,1^3]$, $[2^2,1]$, $[3,1^2]$, $[3,2]$, $[4,1]$, $[5]$ this gives 1, 10, 15, 20, 20, 30, 24.

The table entries come from the Murnaghan-Nakayama recursion. A partition is encoded as a set of bead positions, its beta-set, by adding to each part the number of parts after it. For each cycle length $r$ of the class, one bead moves down by $r$ to a free position, with a factor $-1$ for every bead it jumps over, and all possible moves are summed. A sequence of moves counts if the beads end at $0,1,2,\dots$ without gaps.

For the partition $[3,2]$ and the class $[3,2]$, the beads start at $\{4,2\}$. The only move by 3 takes 4 to 1 and jumps over 2, which gives a factor $-1$ and leaves $\{2,1\}$. The only move by 2 takes 2 to 0 and jumps over 1, which gives another $-1$ and leaves $\{1,0\}$. The entry is $+1$. The other 48 entries follow by the same rule.

The row sums become short if the classes are split by parity. On the even classes, with weights $(1,15,20,24)$, the rows for $[5]$, $[4,1]$, $[3,2]$ and $[3,1^2]$ are

$$(1,1,1,1),\quad(4,0,1,-1),\quad(5,1,-1,0),\quad(6,-2,0,1).$$

They are mutually orthogonal, with weighted squared norms 60, 60, 60 and 120. On the odd classes, with weights $(10,20,30)$, the same rows are

$$(1,1,1),\quad(2,-1,0),\quad(1,1,-1),\quad(0,0,0),$$

again mutually orthogonal, with squared norms 60, 60, 60 and 0. The remaining rows, for $[1^5]$, $[2,1^3]$ and $[2^2,1]$, agree with the first three on the even classes and have the opposite sign on the odd ones. Each row therefore has squared norm 120. A row and its sign-reversed partner give $60-60=0$, and every other pair gives zero on both parts. Column orthogonality then follows from the matrix argument.

## The Lean file

```lean
import Mathlib

open Matrix

namespace CharacterTableOrthogonality

variable {n : Type*} [Fintype n] [DecidableEq n]

/-- Row orthogonality of a table `X` (rows: irreducible characters, columns: classes) with
class sizes `k` and group order `g`. -/
def RowOrthogonal (X : Matrix n n ℂ) (k : n → ℝ) (g : ℝ) : Prop :=
  ∀ i j, ∑ c, (k c : ℂ) * X i c * star (X j c) = if i = j then (g : ℂ) else 0

/-- Column orthogonality of a table `X` with class sizes `k` and group order `g`, written
without division. -/
def ColumnOrthogonal (X : Matrix n n ℂ) (k : n → ℝ) (g : ℝ) : Prop :=
  ∀ c d, (k c : ℂ) * ∑ i, star (X i c) * X i d = if c = d then (g : ℂ) else 0

/-- If two square matrices multiply to a nonzero multiple of the identity, they do so in
either order. -/
theorem mul_eq_smul_one_swap {A B : Matrix n n ℂ} {g : ℂ} (hg : g ≠ 0)
    (h : A * B = g • (1 : Matrix n n ℂ)) : B * A = g • (1 : Matrix n n ℂ) := by
  have h1 : A * (g⁻¹ • B) = 1 := by
    rw [Matrix.mul_smul, h, smul_smul, inv_mul_cancel₀ hg, one_smul]
  -- a one-sided inverse of a square matrix is two-sided
  have h2 : (g⁻¹ • B) * A = 1 := mul_eq_one_comm.mp h1
  rw [Matrix.smul_mul] at h2
  calc B * A = g • (g⁻¹ • (B * A)) := by
        rw [smul_smul, mul_inv_cancel₀ hg, one_smul]
    _ = g • (1 : Matrix n n ℂ) := by rw [h2]

/-- For a square table and nonzero group order, row orthogonality and column orthogonality
are equivalent. -/
theorem row_iff_column (X : Matrix n n ℂ) (k : n → ℝ) {g : ℝ} (hg : g ≠ 0) :
    RowOrthogonal X k g ↔ ColumnOrthogonal X k g := by
  have hg' : (g : ℂ) ≠ 0 := Complex.ofReal_ne_zero.mpr hg
  let B : Matrix n n ℂ := Matrix.diagonal (fun c => (k c : ℂ)) * Xᴴ
  have one_entry : ∀ i j, ((g : ℂ) • (1 : Matrix n n ℂ)) i j
      = if i = j then (g : ℂ) else 0 := by
    intro i j
    simp [Matrix.smul_apply, Matrix.one_apply]
  -- both relations are matrix equations for the same pair of matrices
  have hrow : RowOrthogonal X k g ↔ X * B = (g : ℂ) • (1 : Matrix n n ℂ) := by
    rw [← Matrix.ext_iff]
    refine forall₂_congr fun i j => ?_
    have e : (X * B) i j = ∑ c, (k c : ℂ) * X i c * star (X j c) := by
      rw [Matrix.mul_apply]
      refine Finset.sum_congr rfl fun c _ => ?_
      have hB : B c j = (k c : ℂ) * star (X j c) := Matrix.diagonal_mul _ Xᴴ c j
      rw [hB]
      ring
    rw [e, one_entry]
  have hcol : ColumnOrthogonal X k g ↔ B * X = (g : ℂ) • (1 : Matrix n n ℂ) := by
    rw [← Matrix.ext_iff]
    refine forall₂_congr fun c d => ?_
    have e : (B * X) c d = (k c : ℂ) * ∑ i, star (X i c) * X i d := by
      rw [Matrix.mul_assoc, Matrix.diagonal_mul, Matrix.mul_apply]
      simp only [Matrix.conjTranspose_apply]
    rw [e, one_entry]
  rw [hrow, hcol]
  exact ⟨mul_eq_smul_one_swap hg', mul_eq_smul_one_swap hg'⟩

/-- Row orthogonality of a square table with positive group order forces every class size
to be positive. -/
theorem class_size_pos {X : Matrix n n ℂ} {k : n → ℝ} {g : ℝ} (hg : 0 < g)
    (h : RowOrthogonal X k g) (c : n) : 0 < k c := by
  have hc := (row_iff_column X k hg.ne').mp h c c
  rw [if_pos rfl] at hc
  -- the diagonal relation is real: class size times squared column norm
  have hr : k c * ∑ i, ‖X i c‖ ^ 2 = g := by
    apply Complex.ofReal_injective
    push_cast
    rw [← hc]
    congr 1
    exact Finset.sum_congr rfl fun i _ => (Complex.conj_mul' (X i c)).symm
  have hS : 0 ≤ ∑ i, ‖X i c‖ ^ 2 := Finset.sum_nonneg fun i _ => sq_nonneg _
  by_contra hk
  have hk' : 0 ≤ -k c := by linarith
  nlinarith [mul_nonneg hk' hS]

/-- A square table with row orthogonality and positive group order has orthogonal columns,
the squared norm of each column being the group order divided by the class size. -/
theorem column_orthogonality {X : Matrix n n ℂ} {k : n → ℝ} {g : ℝ} (hg : 0 < g)
    (h : RowOrthogonal X k g) (c d : n) :
    ∑ i, star (X i c) * X i d = if c = d then (g : ℂ) / (k c : ℂ) else 0 := by
  have hk : (k c : ℂ) ≠ 0 := Complex.ofReal_ne_zero.mpr (class_size_pos hg h c).ne'
  have hc := (row_iff_column X k hg.ne').mp h c d
  apply mul_left_cancel₀ hk
  rw [hc]
  split_ifs
  · rw [mul_div_cancel₀ _ hk]
  · rw [mul_zero]

/-- The beta-set of a partition given by its weakly decreasing parts: each part is shifted by
the number of parts after it. -/
def betaSet : List ℕ → Finset ℕ
  | [] => ∅
  | a :: l => insert (a + l.length) (betaSet l)

/-- The Murnaghan-Nakayama recursion: for each cycle length `r`, a bead moves down by `r` to a
free position, with a minus sign for every bead it jumps over. -/
def mnChar : List ℕ → Finset ℕ → ℤ
  | [], β => if β = Finset.range β.card then 1 else 0
  | r :: μ, β => ∑ b ∈ β.filter (fun b => r ≤ b ∧ b - r ∉ β),
      (-1) ^ (β.filter (fun a => b - r < a ∧ a < b)).card *
        mnChar μ (insert (b - r) (β.erase b))

/-- The seven partitions of 5, labelling both the characters and the classes of S5. -/
def partition5 : Fin 7 → List ℕ :=
  ![[1, 1, 1, 1, 1], [2, 1, 1, 1], [2, 2, 1], [3, 1, 1], [3, 2], [4, 1], [5]]

/-- The class sizes of S5, in the order of `partition5`. -/
def classSize : Fin 7 → ℕ := ![1, 10, 15, 20, 20, 30, 24]

/-- The table that the Murnaghan-Nakayama recursion produces for the partitions of 5. -/
def mnTable : Matrix (Fin 7) (Fin 7) ℤ :=
  Matrix.of fun i c => mnChar (partition5 c) (betaSet (partition5 i))

/-- The listed class sizes count the permutations of five objects whose cycles of length at
least two are those of the given partition. -/
theorem classSize_eq_card (c : Fin 7) :
    (Finset.univ.filter fun σ : Equiv.Perm (Fin 5) =>
      σ.cycleType = (((partition5 c).filter (fun r => 2 ≤ r) : List ℕ) : Multiset ℕ)).card
      = classSize c := by
  rw [Equiv.Perm.card_of_cycleType]
  revert c
  decide +kernel

/-- The recursion evaluates to this explicit integer table. -/
theorem mnTable_eq : mnTable =
    !![1, -1, 1, 1, -1, -1, 1;
       4, -2, 0, 1, 1, 0, -1;
       5, -1, 1, -1, -1, 1, 0;
       6, 0, -2, 0, 0, 0, 1;
       5, 1, 1, -1, 1, -1, 0;
       4, 2, 0, 1, -1, 0, -1;
       1, 1, 1, 1, 1, 1, 1] := by
  decide +kernel

/-- The rows of the Murnaghan-Nakayama table for 5 are orthogonal with the S5 class sizes as
weights, and each has squared norm 120. -/
theorem mnTable_row : ∀ i j, ∑ c, (classSize c : ℤ) * mnTable i c * mnTable j c
    = if i = j then 120 else 0 := by
  rw [mnTable_eq]
  decide +kernel

/-- The columns of the Murnaghan-Nakayama table for 5 are orthogonal, and the squared norm of
each column times its class size is 120. -/
theorem mnTable_column (c d : Fin 7) :
    (classSize c : ℤ) * ∑ i, mnTable i c * mnTable i d = if c = d then 120 else 0 := by
  -- read the integer table as a complex one and use the general theorem
  have hrow : RowOrthogonal (mnTable.map (Int.cast : ℤ → ℂ))
      (fun c => (classSize c : ℝ)) 120 := by
    intro i j
    have h := congrArg (Int.cast : ℤ → ℂ) (mnTable_row i j)
    push_cast at h
    simpa using h
  have h := (row_iff_column _ _ (by norm_num)).mp hrow c d
  apply Int.cast_injective (α := ℂ)
  push_cast
  simpa using h

end CharacterTableOrthogonality
```

```lean
#print axioms CharacterTableOrthogonality.row_iff_column
#print axioms CharacterTableOrthogonality.column_orthogonality
#print axioms CharacterTableOrthogonality.classSize_eq_card
#print axioms CharacterTableOrthogonality.mnTable_column
```

```
'CharacterTableOrthogonality.row_iff_column' depends on axioms: [propext, Classical.choice, Quot.sound]
'CharacterTableOrthogonality.column_orthogonality' depends on axioms: [propext, Classical.choice, Quot.sound]
'CharacterTableOrthogonality.classSize_eq_card' depends on axioms: [propext, Classical.choice, Quot.sound]
'CharacterTableOrthogonality.mnTable_column' depends on axioms: [propext, Classical.choice, Quot.sound]
```

## How the statements and proofs read

The index type `n` is any finite type, and it labels both rows and columns of `X : Matrix n n ℂ`. This is how the file says that the table is square. The weights `k` and the order `g` are real, and neither is required to be an integer. `RowOrthogonal` and `ColumnOrthogonal` are the two relations above, with `star` for complex conjugation and the column relation kept free of division.

`mul_eq_smul_one_swap` is the step from $XB=g\,1$ to $BX=g\,1$. It rescales by `g⁻¹`, applies Mathlib's `mul_eq_one_comm` for square matrices, and scales back.

`row_iff_column` is the equivalence. Its local matrix `B` is $KX^\dagger$. The steps `hrow` and `hcol` compare entries to turn each relation into a matrix equation, and the swap lemma is then used once in each direction.

`class_size_pos` takes the diagonal column relation, rewrites it as a real equation between $k_c\sum_i|X_{ic}|^2$ and $g$, and derives a contradiction from $k_c\le0$. `column_orthogonality` uses the resulting positivity to cancel $k_c$ and obtain the form with $g/k_c$.

For five objects, `partition5` fixes the order of both rows and columns, from $[1^5]$ to $[5]$. `betaSet` and `mnChar` are the encoding and the recursion, and `mnTable` evaluates them on all 49 pairs. `classSize_eq_card` confirms that the listed sizes count permutations. Mathlib's `cycleType` omits fixed points, so the statement keeps only parts of at least two. The proof uses Mathlib's counting formula and evaluates it for the seven classes.

`mnTable_eq` and `mnTable_row` are finite computations, done by `decide +kernel`: first the recursion is reduced to the explicit table, then all row sums are evaluated. The parity split used above is a shortcut for the reader; Lean evaluates the sums directly. `mnTable_column` does not repeat such a computation for the columns. It reads the integer table as a complex one, applies `row_iff_column` with $g=120$, and returns to the integers.

## Wrong tables that pass the test

For a square table with $g\neq0$, a code that has verified row orthogonality needs no separate column test. For the seven partitions of 5, the explicit table in `mnTable_eq` can serve as reference data for an implementation of the recursion, provided the row and column order is matched.

Orthogonality does not identify a character table, however. Reversing the sign of a whole row preserves both relations, and so does exchanging two rows. In the table for 5, the classes $[3,1^2]$ and $[3,2]$ both have size 20, so exchanging their columns also goes unnoticed. Comparison with the explicit table catches all three errors.

The general theorems take row orthogonality as a hypothesis; they do not derive it from representation theory. Likewise, the file defines the Murnaghan-Nakayama recursion and evaluates it for partitions of 5, but it does not connect the resulting integers to traces of representation matrices. That they are the irreducible characters of $S_5$ is the content of the Murnaghan-Nakayama rule, a theorem that is not proved here.

The relations are exact equalities. A table stored in floating point may satisfy the row relation only approximately, and the theorems give no estimate of how a row error carries over to the columns.
